# Radiation from a Thin Dipole Sheet in One Dimension: Field, Slope Jump and Power Balance

A thin sheet of dipoles at $x=0$ can enter the wave equation as a delta-function source, or as a condition on the slope of the field at the sheet. We take the second description, which needs only ordinary and one-sided derivatives.

Let $d(t)$ be the total dipole moment of the matter in a cross-section $A$, spread evenly over the sheet and pointing along a fixed transverse axis. The electric field $E(x,t)$ lies along the same axis and depends on one coordinate. With wave speed $c$ and permeability $\mu_0$, the delta-function form is

$$\partial_x^2E-\frac1{c^2}\partial_t^2E=\frac{\mu_0}{A}\,d''(t)\,\delta(x).$$

Integrating over $(-\varepsilon,\varepsilon)$ and letting $\varepsilon\to0$ removes the time-derivative term, provided that it stays bounded. What remains is a jump of $\mu_0d''(t)/A$ in $\partial_xE$. On either side the free wave equation holds, and $E$ itself is continuous at the sheet, since a jump in $E$ would put a derivative of $\delta(x)$ on the left side. These three conditions are the starting point.

## The field and its energy balance

Let $c,\mu_0,A>0$, let $Z=\mu_0c$ be the wave impedance, and let $d$ be three times differentiable. Define

$$E(x,t)=f(t-|x|/c),\qquad f(s)=-\frac{Z}{2A}\,d'(s).$$

This field is continuous, because $f$ is. The claim is that $E$ solves the wave equation for $x\neq0$, has the required slope jump at $x=0$, and satisfies $2A\,E(0,t)^2/Z=-E(0,t)\,d'(t)$.

**Wave equation.** Write $u=t-|x|/c$ and $\sigma=\operatorname{sign}x$. Away from zero, $|x|$ has derivative $\sigma$, and $\sigma$ is locally constant with $\sigma^2=1$. Hence

$$\partial_xE=-\frac{\sigma}{c}f'(u),\qquad \partial_x^2E=\frac1{c^2}f''(u),\qquad \partial_t^2E=f''(u),$$

so $\partial_t^2E=c^2\partial_x^2E$. Since $f''$ contains $d'''$, this step uses the third derivative. The accompanying magnetic field $B=\sigma E/c$ obeys $\partial_xE=-\partial_tB$ and $\partial_tE=-c^2\partial_xB$, the source-free laws of Faraday and Ampère.

**Slope jump.** For $x\ge0$ the field is $f(t-x/c)$, with slope $-f'(t)/c$ at zero. For $x\le0$ it is $f(t+x/c)$, with slope $f'(t)/c$. The right slope minus the left slope is

$$-\frac2c f'(t)=\frac2c\,\frac{\mu_0c}{2A}\,d''(t)=\frac{\mu_0}{A}\,d''(t).$$

**Power.** At the sheet $E(0,t)=-(Z/2A)d'(t)$, so

$$\frac{2A}{Z}E(0,t)^2=\frac{Z}{2A}d'(t)^2=-E(0,t)\,d'(t).$$

The right side is the rate at which the dipole does work against its own field. To see that the left side is radiated power, take the Poynting flux $EB/\mu_0=\sigma E^2/Z$ through the planes $x=\pm L$. The total outward power is $2A\,E(L,\cdot)^2/Z$, and $E(\pm L,t+L/c)=E(0,t)$.

**Converse.** If an outgoing wave $g(t-|x|/c)$, with $g$ differentiable, has the same slope jump at all times, then $-2g'/c=\mu_0d''/A$. Thus $g'=f'$, and $g-f$ is constant.

**A numerical instance.** In consistent units take $c=2$, $\mu_0=3$, $A=1$ and $d(t)=t^2$, a law chosen for easy arithmetic that a real dipole could follow only for a limited time. Then $Z=6$ and

$$E(x,t)=-3\cdot2\left(t-\frac{|x|}2\right)=-6t+3|x|.$$

The slopes at the sheet are $3$ and $-3$; their difference is $6=\mu_0d''/A$. At $t=1$ the field at the sheet is $-6$, and both power expressions equal $12$.

The example also exposes a possible slip: comparing distant flux and local work at the same time. At $t=1$ the field at $x=\pm2$ is zero, and so is the flux there. The power $12$ crosses those planes at $t+L/c=2$.

For semiclassical simulation, the result gives the radiation-reaction field as a local term proportional to $d'(t)$, for a uniform, infinitely thin sheet emitting at normal incidence into a one-dimensional vacuum.

## Outgoing waves in Lean

```lean
import Mathlib

open Filter Topology

namespace DipoleSheetRadiation

noncomputable section
```

A `Channel` collects the three constants with their positivity. The vacuum permittivity is implicit, as $1/(\mu_0c^2)$.

```lean
/-- A one-dimensional electromagnetic channel with wave speed `c`, permeability `μ₀`
and cross-section `A`. -/
structure Channel where
  c : ℝ
  μ₀ : ℝ
  A : ℝ
  c_pos : 0 < c
  μ₀_pos : 0 < μ₀
  A_pos : 0 < A

/-- The wave impedance `Z = μ₀ c`. -/
def Channel.Z (S : Channel) : ℝ := S.μ₀ * S.c
```

An outgoing wave is specified by its time profile.

```lean
/-- The wave with time profile `f` that travels away from the plane `x = 0` on both sides. -/
def outgoing (S : Channel) (f : ℝ → ℝ) (x t : ℝ) : ℝ := f (t - |x| / S.c)
```

The magnetic field carries the sign of $x$, so wherever the field is nonzero the Poynting flux along $+x$ is positive on the right and negative on the left.

```lean
/-- The magnetic field that accompanies an outgoing electric wave with profile `f`. -/
def magnetic (S : Channel) (f : ℝ → ℝ) (x t : ℝ) : ℝ :=
  Real.sign x * outgoing S f x t / S.c

/-- The Poynting flux `E B / μ₀` along `x` of an outgoing wave with profile `f`. -/
def poynting (S : Channel) (f : ℝ → ℝ) (x t : ℝ) : ℝ :=
  outgoing S f x t * magnetic S f x t / S.μ₀
```

The next two definitions give the profile $f$ above and the radiated field.

```lean
/-- The time profile `-(Z / 2A) d'` of the field radiated by a dipole `d`. -/
def profile (S : Channel) (d : ℝ → ℝ) (s : ℝ) : ℝ := -(S.Z / (2 * S.A)) * deriv d s

/-- The radiated field `E(x,t) = -(Z / 2A) d'(t - |x|/c)`. -/
def sheetField (S : Channel) (d : ℝ → ℝ) : ℝ → ℝ → ℝ := outgoing S (profile S d)
```

The slope jump is a statement about two one-sided derivatives, on $[0,\infty)$ and $(-\infty,0]$. Both must exist, and the order of subtraction is right minus left.

```lean
/-- The function `g` has one-sided slopes at `0`, and the right slope exceeds the left
one by `J`. -/
def HasSlopeJump (g : ℝ → ℝ) (J : ℝ) : Prop :=
  ∃ r l, HasDerivWithinAt g r (Set.Ici 0) 0 ∧ HasDerivWithinAt g l (Set.Iic 0) 0 ∧ r - l = J
```

In the theorems, `f'` is simply the name of a function; the hypothesis `HasDerivAt f (f' s) s` makes it the derivative of `f`. The first lemma differentiates $|x|$ separately for negative and positive $x$ and applies the chain rule. Its result, $-\sigma f'(u)/c$, is written as minus the magnetic field with profile `f'`.

```lean
variable {S : Channel} {f f' f'' d v a j : ℝ → ℝ}

/-- Away from the sheet, the spatial slope of an outgoing wave is minus the magnetic field
built from the differentiated profile. -/
theorem outgoing_dx (hf : ∀ s, HasDerivAt f (f' s) s) {x : ℝ} (hx : x ≠ 0) (t : ℝ) :
    HasDerivAt (fun y => outgoing S f y t) (-magnetic S f' x t) x := by
  have habs : HasDerivAt (fun y : ℝ => |y|) (Real.sign x) x := by
    rcases lt_or_gt_of_ne hx with h | h
    · rw [Real.sign_of_neg h]; exact hasDerivAt_abs_neg h
    · rw [Real.sign_of_pos h]; exact hasDerivAt_abs_pos h
  exact ((hf (t - |x| / S.c)).comp x ((habs.div_const S.c).const_sub t)).congr_deriv
    (by unfold magnetic outgoing; ring)
```

The time derivative needs no condition on $x$, because $|x|/c$ is then a constant.

```lean
/-- The time derivative of an outgoing wave is the outgoing wave of the differentiated
profile. -/
theorem outgoing_dt (hf : ∀ s, HasDerivAt f (f' s) s) (x t : ℝ) :
    HasDerivAt (outgoing S f x) (outgoing S f' x t) t :=
  ((hf (t - |x| / S.c)).comp t ((hasDerivAt_id' t).sub_const (|x| / S.c))).congr_deriv
    (by unfold outgoing; ring)
```

For the spatial derivative of $B$, the proof first establishes that the sign function has derivative zero at $x\ne0$ and squares to one. The product rule and these two facts give $-f'(u)/c^2$.

```lean
/-- Away from the sheet, the spatial slope of the magnetic field is `-1/c²` times the
outgoing wave of the differentiated profile. -/
theorem magnetic_dx (hf : ∀ s, HasDerivAt f (f' s) s) {x : ℝ} (hx : x ≠ 0) (t : ℝ) :
    HasDerivAt (fun y => magnetic S f y t) (-outgoing S f' x t / S.c ^ 2) x := by
  -- the sign is locally constant and squares to one
  have hs : HasDerivAt Real.sign 0 x ∧ Real.sign x * Real.sign x = 1 := by
    rcases lt_or_gt_of_ne hx with h | h
    · refine ⟨(hasDerivAt_const x (-1 : ℝ)).congr_of_eventuallyEq ?_, ?_⟩
      · filter_upwards [Iio_mem_nhds h] with y hy using Real.sign_of_neg hy
      · rw [Real.sign_of_neg h]; norm_num
    · refine ⟨(hasDerivAt_const x (1 : ℝ)).congr_of_eventuallyEq ?_, ?_⟩
      · filter_upwards [Ioi_mem_nhds h] with y hy using Real.sign_of_pos hy
      · rw [Real.sign_of_pos h]; norm_num
  refine ((hs.1.fun_mul (outgoing_dx (S := S) hf hx t)).div_const S.c).congr_deriv ?_
  unfold magnetic
  linear_combination (-outgoing S f' x t / S.c ^ 2) * hs.2
```

Combining the three derivatives yields the Maxwell equations off the sheet. The numbers `p` and `q` are $\partial_xE$ and $\partial_xB$.

```lean
/-- Away from the sheet, the electric and magnetic fields of an outgoing wave obey
Faraday's law `∂ₓE = -∂ₜB` and Ampère's law `∂ₜE = -c² ∂ₓB`. -/
theorem outgoing_maxwell (hf : ∀ s, HasDerivAt f (f' s) s) {x : ℝ} (hx : x ≠ 0) (t : ℝ) :
    ∃ p q, HasDerivAt (fun y => outgoing S f y t) p x ∧ HasDerivAt (magnetic S f x) (-p) t ∧
      HasDerivAt (fun y => magnetic S f y t) q x ∧
      HasDerivAt (outgoing S f x) (-(S.c ^ 2 * q)) t := by
  have hc := S.c_pos.ne'
  refine ⟨_, _, outgoing_dx hf hx t, ?_, magnetic_dx hf hx t, ?_⟩
  · exact (((outgoing_dt (S := S) hf x t).const_mul (Real.sign x)).div_const S.c).congr_deriv
      (by unfold magnetic; ring)
  · exact (outgoing_dt hf x t).congr_deriv (by field_simp)
```

At the sheet the proof follows the two half-lines. The auxiliary statement `key` differentiates $f(t-ky)$; the cases $k=1/c$ and $k=-1/c$ agree with the outgoing wave on the right and left respectively.

```lean
/-- At the sheet, the slope of an outgoing wave is `-f'(t)/c` on the right and `f'(t)/c`
on the left. -/
theorem outgoing_slopes (hf : ∀ s, HasDerivAt f (f' s) s) (t : ℝ) :
    HasDerivWithinAt (fun y => outgoing S f y t) (-(1 / S.c) * f' t) (Set.Ici 0) 0 ∧
      HasDerivWithinAt (fun y => outgoing S f y t) (1 / S.c * f' t) (Set.Iic 0) 0 := by
  have key : ∀ k y : ℝ, HasDerivAt (fun y => f (t - k * y)) (-k * f' (t - k * y)) y :=
    fun k y => ((hf (t - k * y)).comp y
      (((hasDerivAt_id' y).const_mul k).const_sub t)).congr_deriv (by ring)
  constructor
  · have e : ∀ y ∈ Set.Ici (0 : ℝ), outgoing S f y t = f (t - 1 / S.c * y) := by
      intro y hy
      unfold outgoing
      rw [abs_of_nonneg (Set.mem_Ici.mp hy)]
      congr 1; ring
    have h := key (1 / S.c) 0
    simp only [mul_zero, sub_zero] at h
    exact h.hasDerivWithinAt.congr e (e 0 (by simp))
  · have e : ∀ y ∈ Set.Iic (0 : ℝ), outgoing S f y t = f (t - -(1 / S.c) * y) := by
      intro y hy
      unfold outgoing
      rw [abs_of_nonpos (Set.mem_Iic.mp hy)]
      congr 1; ring
    have h := key (-(1 / S.c)) 0
    simp only [mul_zero, sub_zero, neg_neg] at h
    exact h.hasDerivWithinAt.congr e (e 0 (by simp))
```

## The dipole field

The functions `v`, `a` and `j` stand for $d'$, $d''$ and $d'''$. The next lemma replaces `deriv d` by `v` and differentiates once.

```lean
/-- The radiated time profile has derivative `-(Z / 2A) d''`. -/
theorem profile_deriv (h1 : ∀ t, HasDerivAt d (v t) t) (h2 : ∀ t, HasDerivAt v (a t) t)
    (s : ℝ) : HasDerivAt (profile S d) (-(S.Z / (2 * S.A)) * a s) s := by
  have e : profile S d = fun s => -(S.Z / (2 * S.A)) * v s := by
    funext s
    simp only [profile, (h1 s).deriv]
  rw [e]
  exact (h2 s).const_mul _
```

The main theorem has three parts, corresponding to the three claims. In the first, `Exx` is the second spatial derivative, and the second time derivative is required to be `S.c ^ 2 * Exx`. Mathlib's `deriv` returns zero where no derivative exists, but here the first derivatives do exist, by `outgoing_dx` and `outgoing_dt`. The third derivative `j` need not be continuous.

The dipole trajectory is prescribed: no equation of motion for the matter is solved, and no incident field is present.

```lean
/-- The field of a dipole sheet solves the wave equation off the sheet, its slope jumps by `μ₀
d''(t) / A` at the sheet, and `2A E(0,t)² / Z` equals `-E(0,t) d'(t)`, the rate of work against the
sheet's own field. -/
theorem dipole_sheet_radiation (h1 : ∀ t, HasDerivAt d (v t) t)
    (h2 : ∀ t, HasDerivAt v (a t) t) (h3 : ∀ t, HasDerivAt a (j t) t) :
    (∀ x ≠ 0, ∀ t, ∃ Exx, HasDerivAt (deriv fun y => sheetField S d y t) Exx x ∧
      HasDerivAt (deriv (sheetField S d x)) (S.c ^ 2 * Exx) t) ∧
    (∀ t, HasSlopeJump (fun y => sheetField S d y t) (S.μ₀ * a t / S.A)) ∧
    (∀ t, 2 * S.A * sheetField S d 0 t ^ 2 / S.Z = -sheetField S d 0 t * v t) := by
  have hc := S.c_pos.ne'
  have hm := S.μ₀_pos.ne'
  have hA := S.A_pos.ne'
  have hp := profile_deriv (S := S) h1 h2
  have hp' := fun s => (h3 s).const_mul (-(S.Z / (2 * S.A)))
  refine ⟨fun x hx t => ?_, fun t => ?_, fun t => ?_⟩
  · -- differentiate the first derivatives once more
    refine ⟨_, (magnetic_dx (S := S) hp' hx t).fun_neg.congr_of_eventuallyEq ?_, ?_⟩
    · filter_upwards [isOpen_ne.mem_nhds hx] with y hy using (outgoing_dx hp hy t).deriv
    · have e : deriv (sheetField S d x) = outgoing S (fun s => -(S.Z / (2 * S.A)) * a s) x :=
        funext fun s => (outgoing_dt hp x s).deriv
      rw [e]
      exact (outgoing_dt hp' x t).congr_deriv (by field_simp)
  · obtain ⟨hr, hl⟩ := outgoing_slopes (S := S) hp t
    refine ⟨_, _, hr, hl, ?_⟩
    unfold Channel.Z
    field_simp
    ring
  · simp only [sheetField, outgoing, profile, abs_zero, zero_div, sub_zero, (h1 t).deriv,
      Channel.Z]
    field_simp
```

For the wave equation, the proof uses the formula for $\partial_xE$ throughout a neighbourhood of $x$ that avoids zero, then differentiates it with `magnetic_dx`. The time derivative is handled by two uses of `outgoing_dt`. The jump follows from `outgoing_slopes`, and the power identity from substituting the field at $x=0$ and clearing denominators.

## Flux through distant planes

The third part of the main theorem is an identity between quantities at the sheet. The following theorem connects it to energy transport. The flux at $-L$ is subtracted because `poynting` measures flow along $+x$, whereas the outward direction there is $-x$.

```lean
/-- The power leaving through the planes `x = ±L` at time `t + L/c` equals the work rate
`-E(0,t) d'(t)` of the dipole against its own field at time `t`. -/
theorem retarded_energy_balance (h1 : ∀ t, HasDerivAt d (v t) t) {L : ℝ} (hL : 0 < L)
    (t : ℝ) :
    S.A * (poynting S (profile S d) L (t + L / S.c)
      - poynting S (profile S d) (-L) (t + L / S.c)) = -sheetField S d 0 t * v t := by
  have hc := S.c_pos.ne'
  have hm := S.μ₀_pos.ne'
  have hA := S.A_pos.ne'
  simp only [poynting, magnetic, sheetField, outgoing, profile, abs_neg, abs_of_pos hL,
    Real.sign_of_pos hL, Real.sign_of_neg (neg_lt_zero.mpr hL), add_sub_cancel_right,
    abs_zero, zero_div, sub_zero, (h1 t).deriv, Channel.Z]
  field_simp
  ring
```

The retarded argument $t+L/c-L/c$ simplifies to $t$, after which both sides are expressed through $v(t)$. Only the first derivative of $d$ is needed.

## Recovering the field from its slope jump

Uniqueness is stated within the class of outgoing waves with one profile for both sides: the direction of propagation and the continuity of the field at the sheet are assumed. The additive constant remains because the slope condition does not see a uniform static field. It vanishes if, at some instant, the wave at the sheet and $d'$ are both zero.

```lean
/-- An outgoing wave whose slope jumps by `μ₀ d''(t) / A` at the sheet at all times is the
dipole field up to an additive constant. -/
theorem outgoing_unique (h1 : ∀ t, HasDerivAt d (v t) t) (h2 : ∀ t, HasDerivAt v (a t) t)
    (hf : ∀ s, HasDerivAt f (f' s) s)
    (hJ : ∀ t, HasSlopeJump (fun y => outgoing S f y t) (S.μ₀ * a t / S.A)) :
    ∃ C, ∀ x t, outgoing S f x t = sheetField S d x t + C := by
  have hc := S.c_pos.ne'
  have hA := S.A_pos.ne'
  -- the jump fixes the derivative of the profile
  have hder : ∀ s, f' s = -(S.Z / (2 * S.A)) * a s := by
    intro s
    obtain ⟨r, l, hr, hl, h⟩ := hJ s
    obtain ⟨hr', hl'⟩ := outgoing_slopes (S := S) hf s
    have ur := uniqueDiffOn_Ici (0 : ℝ) 0 (by simp)
    have ul := uniqueDiffOn_Iic (0 : ℝ) 0 (by simp)
    have er := (hr.derivWithin ur).symm.trans (hr'.derivWithin ur)
    have el := (hl.derivWithin ul).symm.trans (hl'.derivWithin ul)
    rw [er, el] at h
    have hcc : S.c * (1 / S.c) = 1 := by field_simp
    unfold Channel.Z
    linear_combination (-(S.c / 2)) * h - f' s * hcc
  have hg : ∀ s, HasDerivAt (fun s => f s - profile S d s) 0 s := fun s =>
    ((hf s).fun_sub (profile_deriv (S := S) h1 h2 s)).congr_deriv (by rw [hder s]; ring)
  refine ⟨f 0 - profile S d 0, fun x t => ?_⟩
  have h := is_const_of_deriv_eq_zero (fun s => (hg s).differentiableAt)
    (fun s => (hg s).deriv) (t - |x| / S.c) 0
  simp only [sheetField, outgoing]
  linarith

end

end DipoleSheetRadiation
```

One-sided derivatives on a half-line are unique, so the slopes supplied by `hJ` must equal those from `outgoing_slopes`. Solving the jump equation gives `hder`, the formula for `f'`. The difference between `f` and the dipole profile then has zero derivative everywhere, and its value at time zero supplies the constant `C`.

```lean
#print axioms DipoleSheetRadiation.outgoing_maxwell
#print axioms DipoleSheetRadiation.dipole_sheet_radiation
#print axioms DipoleSheetRadiation.retarded_energy_balance
#print axioms DipoleSheetRadiation.outgoing_unique
```

```
'DipoleSheetRadiation.outgoing_maxwell' depends on axioms: [propext, Classical.choice, Quot.sound]
'DipoleSheetRadiation.dipole_sheet_radiation' depends on axioms: [propext, Classical.choice, Quot.sound]
'DipoleSheetRadiation.retarded_energy_balance' depends on axioms: [propext, Classical.choice, Quot.sound]
'DipoleSheetRadiation.outgoing_unique' depends on axioms: [propext, Classical.choice, Quot.sound]
```
